# The Second Derivative of a Mean-Field Energy along an Orbital Rotation

A Hartree–Fock calculation has converged: the Fock matrix commutes with the density matrix, and the energy is stationary under mixing of the orbitals. The stationary point may still be a saddle, with some rotation of occupied into virtual orbitals that lowers the energy. At a stationary point, negative curvature along a given rotation means that small rotations of that kind lower the energy, and positive curvature means that they raise it.

## The curvature by hand

Work in a finite orthonormal basis with real matrices. Let $h$ be the one-electron Hamiltonian and $G$ the linear map from a density matrix to its mean-field potential, as in Hartree–Fock theory. Kohn–Sham exchange-correlation potentials are in general not linear in the density matrix and are not covered. The energy and Fock matrix are

$$E(D)=\mathrm{tr}(hD)+\tfrac12\mathrm{tr}(G(D)D),\qquad F(D)=h+G(D).$$

Assume $\mathrm{tr}(G(A)B)=\mathrm{tr}(A\,G(B))$, which expresses the permutation symmetry of real two-electron integrals. A generator $K$ moves the density $P$ along $P(t)=e^{tK}Pe^{-tK}$. Since $K$ commutes with its own exponential,

$$P'(t)=KP(t)-P(t)K=[K,P(t)].$$

Along any differentiable curve $D(t)$,

$$E'=\mathrm{tr}(hD')+\tfrac12\mathrm{tr}(G(D')D)+\tfrac12\mathrm{tr}(G(D)D')=\mathrm{tr}(F(D)D'),$$

because the symmetry of $G$ and cyclicity of the trace make the two halves equal. On the rotation, $E'(t)=\mathrm{tr}(F(P(t))[K,P(t)])$. In the next derivative the Fock matrix changes at the rate $G([K,P(t)])$ and the commutator at the rate $[K,[K,P(t)]]$. At $t=0$ this gives

$$E''(0)=\mathrm{tr}(F(P)[K,[K,P]])+\mathrm{tr}(G([K,P])[K,P]).$$

The first term is the curvature of the path weighted by the Fock matrix; the second is the response of the mean field.

## A two-orbital example

Take $h=\mathrm{diag}(0,2)$, $P=\mathrm{diag}(1,0)$ and

$$B=\begin{pmatrix}0&1\\1&0\end{pmatrix},\quad K=\begin{pmatrix}0&-1\\1&0\end{pmatrix},\quad G(D)=2\,\mathrm{tr}(BD)B-BDB.$$

Here $\mathrm{tr}(BP)=0$ and $BPB=\mathrm{diag}(0,1)$, so $F(P)=\mathrm{diag}(0,1)$, which commutes with $P$. Next, $[K,P]=B$ and $[K,B]=\mathrm{diag}(-2,2)$, so the Fock term is $2$. Since $B^2=1$, $G(B)=4B-B=3B$, and the response term is $3\,\mathrm{tr}(B^2)=6$. The curvature is $8$.

The energy itself is $E(P(t))=2\sin^2t+\tfrac12\sin^2 2t$, whose second derivative at zero is again $8$. The central difference $(E(\delta)-2E(0)+E(-\delta))/\delta^2$ with $\delta=0.1$ gives about $7.93$. The same comparison is a practical check on a Hessian routine.

## Matrices, energy and Hessian in Lean

The finite type `n` labels the basis functions. The opened operator norm supplies the Banach-algebra structure used for the exponential and its derivative.

```lean
import Mathlib

open Matrix NormedSpace
open scoped Matrix.Norms.Operator

namespace OrbitalHessian

noncomputable section

variable {n : Type*} [Fintype n] [DecidableEq n]
```

The commutator and the rotated density follow the sign conventions above.

```lean
/-- The commutator `[A, B] = AB - BA` of two real matrices. -/
def matComm (A B : Matrix n n ℝ) : Matrix n n ℝ := A * B - B * A

/-- The rotated density matrix `P(t) = exp(tK) P exp(-tK)`. -/
def rotated (K P : Matrix n n ℝ) (t : ℝ) : Matrix n n ℝ :=
  NormedSpace.exp (t • K) * P * NormedSpace.exp (-(t • K))
```

The symmetry of $G$ is a hypothesis on the map, required for all real matrices, and is not derived from integrals.

```lean
/-- The two-electron map `G` is self-adjoint for the trace form: `tr(G(A) B) = tr(A G(B))`. -/
def TraceSelfAdjoint (G : Matrix n n ℝ →ₗ[ℝ] Matrix n n ℝ) : Prop :=
  ∀ A B : Matrix n n ℝ, trace (G A * B) = trace (A * G B)

/-- The mean-field energy `E(D) = tr(hD) + tr(G(D) D)/2`. -/
def energy (h : Matrix n n ℝ) (G : Matrix n n ℝ →ₗ[ℝ] Matrix n n ℝ) (D : Matrix n n ℝ) : ℝ :=
  trace (h * D) + trace (G D * D) / 2

/-- The Fock matrix `F(D) = h + G(D)`. -/
def fock (h : Matrix n n ℝ) (G : Matrix n n ℝ →ₗ[ℝ] Matrix n n ℝ) (D : Matrix n n ℝ) :
    Matrix n n ℝ := h + G D
```

`orbitalHessian` is the quadratic form evaluated on one generator, not a matrix over pairs of orbitals.

```lean
/-- The orbital Hessian along the generator `K` at the density `P`:
`tr(F(P) [K, [K, P]]) + tr(G([K, P]) [K, P])`. -/
def orbitalHessian (h : Matrix n n ℝ) (G : Matrix n n ℝ →ₗ[ℝ] Matrix n n ℝ)
    (K P : Matrix n n ℝ) : ℝ :=
  trace (fock h G P * matComm K (matComm K P)) + trace (G (matComm K P) * matComm K P)
```

None of these definitions requires $h$, $K$ or $P$ to be symmetric or antisymmetric, or $P$ to be idempotent. For an actual rotation of real orbitals, $K$ is antisymmetric and $e^{tK}$ is orthogonal.

## Differentiating the path and the energy

The product rule is applied to the two exponentials, with $K$ written on the left of the first and $-K$ on the right of the second.

```lean
/-- In a real Banach algebra, `X(t) = exp(tK) P exp(-tK)` has derivative `K X(t) - X(t) K`. -/
theorem hasDerivAt_conj {𝔸 : Type*} [NormedRing 𝔸] [NormedAlgebra ℝ 𝔸] [CompleteSpace 𝔸]
    (K P : 𝔸) (t : ℝ) :
    HasDerivAt (fun s : ℝ => NormedSpace.exp (s • K) * P * NormedSpace.exp (-(s • K)))
      (K * (NormedSpace.exp (t • K) * P * NormedSpace.exp (-(t • K)))
        - NormedSpace.exp (t • K) * P * NormedSpace.exp (-(t • K)) * K) t := by
  have h1 := hasDerivAt_exp_smul_const' K t
  have h2 := hasDerivAt_exp_smul_const (-K) t
  simp only [smul_neg] at h2
  refine ((h1.mul_const P).fun_mul h2).congr_deriv ?_
  simp only [mul_assoc, mul_neg, sub_eq_add_neg]

/-- The rotated density matrix satisfies `P'(t) = [K, P(t)]`. -/
theorem hasDerivAt_rotated (K P : Matrix n n ℝ) (t : ℝ) :
    HasDerivAt (fun s => rotated K P s) (matComm K (rotated K P t)) t := by
  exact hasDerivAt_conj K P t
```

The next two lemmas pass derivatives through the trace and through $G$, using the continuity of linear maps in finite dimension.

```lean
/-- Product rule under the trace: `d/dt tr(AB) = tr(A'B) + tr(AB')`. -/
theorem hasDerivAt_trace_mul {A B : ℝ → Matrix n n ℝ} {A' B' : Matrix n n ℝ} {t : ℝ}
    (hA : HasDerivAt A A' t) (hB : HasDerivAt B B' t) :
    HasDerivAt (fun s => trace (A s * B s)) (trace (A' * B t) + trace (A t * B')) t := by
  have hm : HasDerivAt (fun s => A s * B s) (A' * B t + A t * B') t := hA.fun_mul hB
  have h := (LinearMap.toContinuousLinearMap
    (Matrix.traceLinearMap n ℝ ℝ)).hasFDerivAt.comp_hasDerivAt t hm
  rw [← Matrix.trace_add]
  exact h

omit [DecidableEq n] in
/-- For a linear map `G`, the derivative of `G(D(t))` is `G(D'(t))`. -/
theorem hasDerivAt_linear (G : Matrix n n ℝ →ₗ[ℝ] Matrix n n ℝ) {D : ℝ → Matrix n n ℝ}
    {D' : Matrix n n ℝ} {t : ℝ} (hD : HasDerivAt D D' t) :
    HasDerivAt (fun s => G (D s)) (G D') t := by
  have h := (LinearMap.toContinuousLinearMap G).hasFDerivAt.comp_hasDerivAt t hD
  exact h
```

In the energy derivative, the equation `e` identifies the two halves of the interaction term, and `linarith` combines them.

```lean
/-- For trace-self-adjoint `G`, along any differentiable curve of matrices `D`, `dE/dt = tr(F(D) D')`. -/
theorem hasDerivAt_energy (h : Matrix n n ℝ) {G : Matrix n n ℝ →ₗ[ℝ] Matrix n n ℝ}
    (hG : TraceSelfAdjoint G) {D : ℝ → Matrix n n ℝ} {D' : Matrix n n ℝ} {t : ℝ}
    (hD : HasDerivAt D D' t) :
    HasDerivAt (fun s => energy h G (D s)) (trace (fock h G (D t) * D')) t := by
  have hc : HasDerivAt (fun _ : ℝ => h) (0 : Matrix n n ℝ) t := hasDerivAt_const t h
  have h1 := hasDerivAt_trace_mul hc hD
  have h2 := hasDerivAt_trace_mul (hasDerivAt_linear G hD) hD
  have h3 := h1.fun_add (h2.div_const 2)
  -- self-adjointness makes the two halves of the two-electron term equal
  have e : trace (G D' * D t) = trace (G (D t) * D') :=
    (hG _ _).trans (Matrix.trace_mul_comm _ _)
  refine HasDerivAt.congr_deriv h3 ?_
  simp only [fock, Matrix.zero_mul, Matrix.trace_zero, Matrix.add_mul, Matrix.trace_add]
  linarith [e]

/-- For trace-self-adjoint `G`, along the rotation, `dE/dt = tr(F(P(t)) [K, P(t)])` for every `t`. -/
theorem hasDerivAt_energy_rotated (h : Matrix n n ℝ) {G : Matrix n n ℝ →ₗ[ℝ] Matrix n n ℝ}
    (hG : TraceSelfAdjoint G) (K P : Matrix n n ℝ) (t : ℝ) :
    HasDerivAt (fun s => energy h G (rotated K P s))
      (trace (fock h G (rotated K P t) * matComm K (rotated K P t))) t :=
  hasDerivAt_energy h hG (hasDerivAt_rotated K P t)
```

## Differentiating once more

`HasDerivAt (deriv f) c t` says that the function $f'$ is differentiable at $t$ with derivative $c$. The proof first replaces `deriv` by the trace formula at every time; `hF` and `hC` are then the two rates from the hand derivation.

```lean
/-- For trace-self-adjoint `G` and every `t`, the second derivative of `E(P(t))` is the orbital Hessian along `K` at the
rotated density `P(t)`. -/
theorem hasDerivAt_deriv_energy_rotated (h : Matrix n n ℝ)
    {G : Matrix n n ℝ →ₗ[ℝ] Matrix n n ℝ} (hG : TraceSelfAdjoint G) (K P : Matrix n n ℝ)
    (t : ℝ) :
    HasDerivAt (deriv fun s => energy h G (rotated K P s))
      (orbitalHessian h G K (rotated K P t)) t := by
  have hd : (deriv fun s => energy h G (rotated K P s))
      = fun s => trace (fock h G (rotated K P s) * matComm K (rotated K P s)) :=
    funext fun s => (hasDerivAt_energy_rotated h hG K P s).deriv
  have hR := hasDerivAt_rotated K P t
  -- response of the Fock matrix
  have hF : HasDerivAt (fun s => fock h G (rotated K P s))
      (G (matComm K (rotated K P t))) t := (hasDerivAt_linear G hR).const_add h
  -- curvature of the path: the double commutator
  have hC : HasDerivAt (fun s => matComm K (rotated K P s))
      (matComm K (matComm K (rotated K P t))) t := (hR.const_mul K).fun_sub (hR.mul_const K)
  rw [hd]
  exact (hasDerivAt_trace_mul hF hC).congr_deriv (add_comm _ _)
```

Setting $t=0$ turns `rotated K P 0` into `P`.

```lean
/-- For trace-self-adjoint `G`, the second derivative at `t = 0` of `E(exp(tK) P exp(-tK))` is
`tr((h + G(P)) [K, [K, P]]) + tr(G([K, P]) [K, P])`. -/
theorem second_derivative_energy_rotated (h : Matrix n n ℝ)
    {G : Matrix n n ℝ →ₗ[ℝ] Matrix n n ℝ} (hG : TraceSelfAdjoint G) (K P : Matrix n n ℝ) :
    HasDerivAt (deriv fun s => energy h G (rotated K P s))
      (trace ((h + G P) * matComm K (matComm K P)) + trace (G (matComm K P) * matComm K P))
      0 := by
  have h0 : rotated K P 0 = P := by simp [rotated]
  have h1 := hasDerivAt_deriv_energy_rotated h hG K P 0
  rw [h0] at h1
  exact h1
```

## Curvature and local minima

At a local minimum the first derivative vanishes. If the second were negative, the point would also be a local maximum, so the energy would be constant nearby and its second derivative zero, a contradiction.

```lean
/-- For trace-self-adjoint `G`: if `E(P(t))` has a local minimum at `t = 0`, the orbital Hessian along `K` at `P` is
non-negative. -/
theorem orbitalHessian_nonneg_of_isLocalMin (h : Matrix n n ℝ)
    {G : Matrix n n ℝ →ₗ[ℝ] Matrix n n ℝ} (hG : TraceSelfAdjoint G) (K P : Matrix n n ℝ)
    (hmin : IsLocalMin (fun s => energy h G (rotated K P s)) 0) :
    0 ≤ orbitalHessian h G K P := by
  have key : ∀ f : ℝ → ℝ, ContinuousAt f 0 → IsLocalMin f 0 → 0 ≤ deriv (deriv f) 0 := by
    intro f hc hm
    by_contra hneg
    have hneg' : deriv (deriv f) 0 < 0 := not_le.mp hneg
    -- negative curvature gives a local maximum too, so `f` is locally constant
    have hmax : IsLocalMax f 0 := isLocalMax_of_deriv_deriv_neg hneg' hm.deriv_eq_zero hc
    have ha : ∀ᶠ s in nhds (0 : ℝ), f 0 ≤ f s := hm
    have hb : ∀ᶠ s in nhds (0 : ℝ), f s ≤ f 0 := hmax
    have heq : f =ᶠ[nhds 0] fun _ => f 0 := by
      filter_upwards [ha, hb] with s a b using le_antisymm b a
    have h3 := heq.deriv.deriv_eq
    have h0 : deriv (fun _ : ℝ => f 0) = fun _ => 0 := by
      funext x
      simp
    have h4 : deriv (deriv f) 0 = 0 := by
      rw [h3, h0]
      simp
    linarith
  have h2 : deriv (deriv fun s => energy h G (rotated K P s)) 0 = orbitalHessian h G K P :=
    (second_derivative_energy_rotated h hG K P).deriv
  rw [← h2]
  exact key _ (hasDerivAt_energy_rotated h hG K P 0).continuousAt hmin
```

Conversely, suppose $FP=PF$. Cyclicity gives $\mathrm{tr}(F[K,P])=\mathrm{tr}((PF-FP)K)=0$, so positive curvature yields a local minimum.

```lean
/-- For trace-self-adjoint `G`: if `F(P)` commutes with `P` and the orbital Hessian along `K` at `P` is positive, then
`E(P(t))` has a local minimum at `t = 0`. -/
theorem isLocalMin_of_orbitalHessian_pos (h : Matrix n n ℝ)
    {G : Matrix n n ℝ →ₗ[ℝ] Matrix n n ℝ} (hG : TraceSelfAdjoint G) (K P : Matrix n n ℝ)
    (hscf : fock h G P * P = P * fock h G P) (hpos : 0 < orbitalHessian h G K P) :
    IsLocalMin (fun s => energy h G (rotated K P s)) 0 := by
  have h0 : rotated K P 0 = P := by simp [rotated]
  have h1 := hasDerivAt_energy_rotated h hG K P 0
  have h2 : deriv (deriv fun s => energy h G (rotated K P s)) 0 = orbitalHessian h G K P :=
    (second_derivative_energy_rotated h hG K P).deriv
  -- the first derivative vanishes by cyclicity of the trace and the commutation `hscf`
  have h3 : deriv (fun s => energy h G (rotated K P s)) 0 = 0 := by
    rw [h1.deriv, h0]
    have e : trace (fock h G P * K * P) = trace (P * fock h G P * K) :=
      Matrix.trace_mul_cycle _ _ _
    rw [← hscf] at e
    simp only [matComm, Matrix.mul_sub, Matrix.trace_sub, ← Matrix.mul_assoc]
    linarith [e]
  have h4 : deriv (deriv fun s => energy h G (rotated K P s)) 0 > 0 := by
    rw [h2]
    exact hpos
  exact isLocalMin_of_deriv_deriv_pos h4 h3 h1.continuousAt
```

Both statements concern the single curve generated by $K$. In Hartree–Fock stability analysis, for real orbitals in a finite basis, a negative value exhibits a rotation that lowers the energy of a converged solution. Evaluating the form takes one further two-electron build, with $[K,P]$ in place of the density. Complex rotations are not covered.

## Orbital energy gaps

Let $P$ and $F(P)$ be diagonal with entries $o_i$ and $\varepsilon_i$, and let $K$ be antisymmetric. Then $[K,P]_{ij}=K_{ij}(o_j-o_i)$, and likewise for $F$. Using $\mathrm{tr}(F[K,X])=-\mathrm{tr}([K,F]X)$ and $K_{ji}=-K_{ij}$,

$$\mathrm{tr}(F[K,[K,P]])=\sum_{i,j}(\varepsilon_j-\varepsilon_i)(o_i-o_j)K_{ij}^2.$$

The sum runs over ordered pairs, so an occupied orbital $i$ and a virtual orbital $a$, with occupations $1$ and $0$, contribute $2(\varepsilon_a-\varepsilon_i)K_{ai}^2$. The proof has the same three steps: `h1` moves the commutator, `hc` gives its entries, and `h2` assembles the sum.

```lean
/-- For a diagonal density with occupations `occ`, a diagonal Fock matrix with entries `ε` and
antisymmetric `K`, the orbital Hessian is `∑ (ε_j - ε_i)(occ_i - occ_j) K_ij²` plus the
two-electron term `tr(G([K, P]) [K, P])`. -/
theorem orbitalHessian_canonical (h : Matrix n n ℝ) (G : Matrix n n ℝ →ₗ[ℝ] Matrix n n ℝ)
    (K : Matrix n n ℝ) (ε occ : n → ℝ) (hK : Kᵀ = -K)
    (hF : fock h G (diagonal occ) = diagonal ε) :
    orbitalHessian h G K (diagonal occ)
      = ∑ i, ∑ j, (ε j - ε i) * (occ i - occ j) * K i j ^ 2
        + trace (G (matComm K (diagonal occ)) * matComm K (diagonal occ)) := by
  -- move one commutator onto the Fock matrix
  have h1 : ∀ F X : Matrix n n ℝ, trace (F * matComm K X) = -trace (matComm K F * X) := by
    intro F X
    have e : trace (F * X * K) = trace (K * F * X) := Matrix.trace_mul_cycle F X K
    simp only [matComm, Matrix.mul_sub, Matrix.sub_mul, Matrix.trace_sub, ← Matrix.mul_assoc]
    linarith [e]
  have hc : ∀ (d : n → ℝ) (i j : n), matComm K (diagonal d) i j = K i j * (d j - d i) := by
    intro d i j
    simp only [matComm, Matrix.sub_apply, Matrix.mul_diagonal, Matrix.diagonal_mul]
    ring
  have h2 : trace (diagonal ε * matComm K (matComm K (diagonal occ)))
      = ∑ i, ∑ j, (ε j - ε i) * (occ i - occ j) * K i j ^ 2 := by
    rw [h1]
    simp only [Matrix.trace, Matrix.diag_apply, Matrix.mul_apply, hc]
    rw [← Finset.sum_neg_distrib]
    refine Finset.sum_congr rfl fun i _ => ?_
    rw [← Finset.sum_neg_distrib]
    refine Finset.sum_congr rfl fun j _ => ?_
    have hij : K j i = -K i j := by simpa using congrFun (congrFun hK i) j
    rw [hij]
    ring
  unfold orbitalHessian
  rw [hF, h2]
```

## The example in Lean

For symmetric $B$, the map below is Coulomb minus exchange for integrals that factorise as $(ij|kl)=B_{ij}B_{kl}$. With $P$ the density of one spin, $E$ is half the closed-shell energy. The two-orbital $B$ is chosen for simple arithmetic and is not physically realistic: it gives $(11|11)=0$, whereas the Coulomb self-repulsion of an actual orbital is positive.

```lean
/-- The separable Coulomb-minus-exchange map `D ↦ 2 tr(BD) B - B D B`. -/
def separableG (B : Matrix n n ℝ) : Matrix n n ℝ →ₗ[ℝ] Matrix n n ℝ where
  toFun D := (2 * trace (B * D)) • B - B * D * B
  map_add' X Y := by
    simp only [Matrix.mul_add, Matrix.add_mul, Matrix.trace_add]
    module
  map_smul' c X := by
    simp only [Matrix.mul_smul, Matrix.smul_mul, Matrix.trace_smul, smul_eq_mul,
      RingHom.id_apply]
    module

/-- One-electron Hamiltonian of the two-orbital model. -/
def modelH : Matrix (Fin 2) (Fin 2) ℝ := !![0, 0; 0, 2]

/-- Interaction factor of the two-orbital model. -/
def modelB : Matrix (Fin 2) (Fin 2) ℝ := !![0, 1; 1, 0]

/-- Density matrix of the two-orbital model, with the first orbital occupied. -/
def modelP : Matrix (Fin 2) (Fin 2) ℝ := !![1, 0; 0, 0]

/-- Antisymmetric generator mixing the two orbitals of the model. -/
def modelK : Matrix (Fin 2) (Fin 2) ℝ := !![0, -1; 1, 0]
```

The last theorem proves the trace symmetry for every $B$ by cyclicity, then checks the commutation and the value $8$ entry by entry. The intermediate facts `hF`, `hC`, `hCC` and `hGB` are the matrices computed in the example.

```lean
omit [DecidableEq n] in
/-- Every separable Coulomb-minus-exchange map is trace-self-adjoint; in the two-orbital model the
Fock matrix commutes with the density and the orbital Hessian along `modelK` equals `8`. -/
theorem stability_witness :
    (∀ B : Matrix n n ℝ, TraceSelfAdjoint (separableG B)) ∧
    fock modelH (separableG modelB) modelP * modelP
      = modelP * fock modelH (separableG modelB) modelP ∧
    orbitalHessian modelH (separableG modelB) modelK modelP = 8 := by
  have happ : ∀ B D : Matrix n n ℝ,
      separableG B D = (2 * trace (B * D)) • B - B * D * B := fun _ _ => rfl
  have happ2 : ∀ B D : Matrix (Fin 2) (Fin 2) ℝ,
      separableG B D = (2 * trace (B * D)) • B - B * D * B := fun _ _ => rfl
  have hF : fock modelH (separableG modelB) modelP = !![0, 0; 0, 1] := by
    ext i j
    fin_cases i <;> fin_cases j <;>
      simp [fock, happ2, modelH, modelB, modelP, Matrix.trace_fin_two,
        Fin.sum_univ_succ] <;> norm_num
  have hC : matComm modelK modelP = modelB := by
    ext i j
    fin_cases i <;> fin_cases j <;>
      simp [matComm, modelK, modelB, modelP, Matrix.mul_apply, Fin.sum_univ_succ] <;> norm_num
  have hCC : matComm modelK modelB = !![-2, 0; 0, 2] := by
    ext i j
    fin_cases i <;> fin_cases j <;>
      simp [matComm, modelK, modelB, Matrix.mul_apply, Fin.sum_univ_succ] <;> norm_num
  have hGB : separableG modelB modelB = !![0, 3; 3, 0] := by
    ext i j
    fin_cases i <;> fin_cases j <;>
      simp [happ2, modelB, Matrix.trace_fin_two, Matrix.mul_apply, Fin.sum_univ_succ] <;>
      norm_num
  refine ⟨?_, ?_, ?_⟩
  · intro B X Y
    have e1 : trace (X * B) = trace (B * X) := Matrix.trace_mul_comm X B
    have e2 : trace (X * (B * Y * B)) = trace (B * X * B * Y) := by
      calc trace (X * (B * Y * B)) = trace (X * B * Y * B) := by simp only [Matrix.mul_assoc]
        _ = trace (B * (X * B * Y)) := Matrix.trace_mul_comm _ _
        _ = trace (B * X * B * Y) := by simp only [Matrix.mul_assoc]
    simp only [happ, Matrix.sub_mul, Matrix.mul_sub, Matrix.smul_mul, Matrix.mul_smul,
      Matrix.trace_sub, Matrix.trace_smul, smul_eq_mul]
    rw [e1, e2]
    ring
  · rw [hF]
    ext i j
    fin_cases i <;> fin_cases j <;>
      simp [modelP, Matrix.mul_apply, Fin.sum_univ_succ]
  · unfold orbitalHessian
    rw [hC, hF, hGB, hCC]
    simp [modelB, Matrix.trace_fin_two, Matrix.mul_apply, Fin.sum_univ_succ] <;> norm_num

end

end OrbitalHessian
```

```lean
#print axioms OrbitalHessian.hasDerivAt_deriv_energy_rotated
#print axioms OrbitalHessian.orbitalHessian_nonneg_of_isLocalMin
#print axioms OrbitalHessian.isLocalMin_of_orbitalHessian_pos
#print axioms OrbitalHessian.orbitalHessian_canonical
```

```
'OrbitalHessian.hasDerivAt_deriv_energy_rotated' depends on axioms: [propext, Classical.choice, Quot.sound]
'OrbitalHessian.orbitalHessian_nonneg_of_isLocalMin' depends on axioms: [propext, Classical.choice, Quot.sound]
'OrbitalHessian.isLocalMin_of_orbitalHessian_pos' depends on axioms: [propext, Classical.choice, Quot.sound]
'OrbitalHessian.orbitalHessian_canonical' depends on axioms: [propext, Classical.choice, Quot.sound]
```
